# Evaluating a quartic polynomial in classical angular-momentum components

The theorem `quartic_eval` gives the value, at any real point (x, y, z), of a quartic polynomial in the classical angular-momentum components. The polynomial is a combination, with six arbitrary real coefficients, of J⁴, J²z², z⁴, J²(x² - y²), z²(x² - y²) and x⁴ - 6x²y² + y⁴, where J² = x² + y² + z². The components are commuting real variables, not quantum operators, and J² is not held fixed. The value is the same combination with the point's coordinates put in for the variables. The attempt tries to prove this with a single `simp` call, which unfolds the definitions and evaluates the polynomial.

The failing Lean file:

```lean
import Mathlib

open MvPolynomial (X pderiv eval)
open Matrix

namespace QuarticEval

noncomputable section

/-- Real polynomials in the classical angular-momentum components x, y, z. -/
abbrev Poly := MvPolynomial (Fin 3) ℝ

/-- The squared total angular momentum J² = x² + y² + z². -/
def jsq : Poly := X 0 ^ 2 + X 1 ^ 2 + X 2 ^ 2

/-- The polynomial x⁴ - 6x²y² + y⁴. -/
def re4 : Poly := X 0 ^ 4 - 6 * (X 0 ^ 2 * X 1 ^ 2) + X 1 ^ 4

/-- The quartic with given coefficients on the cylindrical terms J⁴, J²z², z⁴,
J²(x² - y²), z²(x² - y²) and x⁴ - 6x²y² + y⁴, numbered from 0 to 5. -/
def quartic : (Fin 6 → ℝ) →ₗ[ℝ] Poly where
  toFun c := c 0 • jsq ^ 2 + c 1 • (jsq * X 2 ^ 2) + c 2 • X 2 ^ 4
    + c 3 • (jsq * (X 0 ^ 2 - X 1 ^ 2)) + c 4 • (X 2 ^ 2 * (X 0 ^ 2 - X 1 ^ 2))
    + c 5 • re4
  map_add' c d := by
    simp only [Pi.add_apply]
    module
  map_smul' s c := by
    simp only [Pi.smul_apply, smul_eq_mul, RingHom.id_apply]
    module

/-- The value of a quartic in cylindrical form at a point (x, y, z). -/
theorem quartic_eval (c : Fin 6 → ℝ) (v : Fin 3 → ℝ) :
    eval v (quartic c) = c 0 * (v 0 ^ 2 + v 1 ^ 2 + v 2 ^ 2) ^ 2
      + c 1 * ((v 0 ^ 2 + v 1 ^ 2 + v 2 ^ 2) * v 2 ^ 2) + c 2 * v 2 ^ 4
      + c 3 * ((v 0 ^ 2 + v 1 ^ 2 + v 2 ^ 2) * (v 0 ^ 2 - v 1 ^ 2))
      + c 4 * (v 2 ^ 2 * (v 0 ^ 2 - v 1 ^ 2))
      + c 5 * (v 0 ^ 4 - 6 * (v 0 ^ 2 * v 1 ^ 2) + v 1 ^ 4) := by
  simp [quartic, jsq, re4, MvPolynomial.smul_eval]

end

end QuarticEval
```

Messages:

```
Main.lean:38:63: error: unsolved goals
c : Fin 6 → ℝ
v : Fin 3 → ℝ
⊢ c 5 * (v 0 ^ 4 - 6 * (v 0 ^ 2 * v 1 ^ 2)) + c 5 * v 1 ^ 4 = c 5 * (v 0 ^ 4 - 6 * (v 0 ^ 2 * v 1 ^ 2) + v 1 ^ 4)
```

The mended proof, as a diff:

```diff
@@ -38,4 +38,5 @@
       + c 5 * (v 0 ^ 4 - 6 * (v 0 ^ 2 * v 1 ^ 2) + v 1 ^ 4) := by
   simp [quartic, jsq, re4, MvPolynomial.smul_eval]
+  ring
 
 end
```

Diagnosis. The message says that `simp` left one goal unproved. The evaluation itself is done, and only the terms with coefficient `c 5` remain. Their two sides are equal, but the left has the form c₅A + c₅B and the right c₅(A + B), with B = y⁴ and A the rest of the polynomial.

The difference comes from the two kinds of product. In the definition, `c 5` multiplies the polynomial `re4` by scalar multiplication, `•`, which `simp` distributes over a sum by `smul_add`. In the statement, `c 5` multiplies a sum of real numbers by `*`, and `simp` does not by default distribute that with `mul_add`. The other five terms have no sum directly under the `•`, so they were not split in this way.

The added `ring` closes the goal, since it proves identities that follow from the laws of commutative rings, distributivity among them.
